# The quartic $x^4+y^4+z^4-c\,(x^2+y^2+z^2)^2$ is harmonic exactly when $c=3/5$

For real $c$, the polynomial
$$x^4+y^4+z^4-c\,(x^2+y^2+z^2)^2$$
satisfies the Laplace equation if and only if $c=3/5$. For every $c$ it is unchanged by all permutations and sign changes of $x,y,z$, which together form the full octahedral group.

In the point-charge model of an octahedral complex, six equal charges sit on the cubic axes at equal distances from the central ion, and their electrostatic potential near that ion is harmonic. Its lowest anisotropic term is a multiple of this quartic with $c=3/5$, and in that one-electron model it is the term that splits a $d$ level into $e_g$ and $t_{2g}$. The theorems below concern the polynomial; they do not derive the potential or the splitting.

## Polynomials and the Laplacian in $n$ coordinates

The calculation is no harder in $n$ Cartesian coordinates $x_0,\dots,x_{n-1}$, and the octahedral case is $n=3$, with $x,y,z$ written as $x_0,x_1,x_2$. A polynomial is an element of `MvPolynomial (Fin n) ℝ`, where `X i` is the coordinate $x_i$ and `C c` is the constant $c$.

In Lean 4 with Mathlib:

```lean
import Mathlib

open MvPolynomial

namespace OctahedralField

noncomputable section
```

The Laplacian is $\Delta p=\sum_i \partial_i^2 p$. Here `pderiv i` is the formal partial derivative, which for polynomials agrees with the one from calculus.

```lean
/-- The Laplacian of a real polynomial in `n` Cartesian coordinates: the sum of its
unmixed second partial derivatives. -/
def laplacian {n : ℕ} (p : MvPolynomial (Fin n) ℝ) : MvPolynomial (Fin n) ℝ :=
  ∑ i, pderiv i (pderiv i p)
```

Two sums of powers are needed. The first is the squared radius $r^2=\sum_i x_i^2$.

```lean
/-- The squared radius, the sum of the squares of the coordinates. -/
def rSq (n : ℕ) : MvPolynomial (Fin n) ℝ := ∑ i, X i ^ 2
```

The second is $Q=\sum_i x_i^4$.

```lean
/-- The sum of the fourth powers of the coordinates. -/
def quartic (n : ℕ) : MvPolynomial (Fin n) ℝ := ∑ i, X i ^ 4
```

The field polynomial is $V_c=Q-c\,r^4$. The prefactor that it carries in the potential of the point-charge model, which depends on the ligand charge and distance, is left out.

```lean
/-- The quartic cubic-field polynomial: the sum of fourth powers minus `c` times the
fourth power of the radius. -/
def cubicField (n : ℕ) (c : ℝ) : MvPolynomial (Fin n) ℝ :=
  quartic n - C c * rSq n ^ 2
```

A symmetry operation substitutes $\varepsilon_i x_{\sigma(i)}$ for $x_i$, where $\sigma$ is a permutation of the axes. The definition accepts any real factors $\varepsilon_i$; the symmetry theorem will require each to be $1$ or $-1$.

```lean
/-- The substitution that replaces the coordinate `x i` by `ε i` times the
coordinate `x (σ i)`. -/
def signedPerm {n : ℕ} (σ : Equiv.Perm (Fin n)) (ε : Fin n → ℝ) :
    MvPolynomial (Fin n) ℝ →ₐ[ℝ] MvPolynomial (Fin n) ℝ :=
  aeval (fun i => C (ε i) * X (σ i))
```

## Differentiating the two quartic terms

In $\partial_i\sum_j x_j^k$ only the term $j=i$ survives, so
$$\partial_i\sum_j x_j^k=k\,x_i^{k-1}.$$
The proof isolates that term with `Finset.sum_eq_single` and applies the power rule.

```lean
/-- The partial derivative of the sum of the `k`-th powers of the coordinates with respect to `x i`
is `k` times the power `k - 1` of `x i` (for `k = 0` both sides are zero). -/
theorem pderiv_sum_pow {n : ℕ} (i : Fin n) (k : ℕ) :
    pderiv i (∑ j, (X j : MvPolynomial (Fin n) ℝ) ^ k) = k • X i ^ (k - 1) := by
  rw [map_sum, Finset.sum_eq_single i]
  · rw [Derivation.leibniz_pow, pderiv_X_self]
    simp only [smul_eq_mul, mul_one]
  · intro j _ hj
    rw [Derivation.leibniz_pow, pderiv_X_of_ne hj, smul_zero, smul_zero]
  · intro h
    exact absurd (Finset.mem_univ i) h
```

Taking $k=4$ and differentiating once more gives $\partial_i^2Q=12x_i^2$. Summing over $i$,
$$\Delta Q=12\,r^2.$$

```lean
/-- The Laplacian of the sum of fourth powers is twelve times the squared radius. -/
theorem laplacian_quartic (n : ℕ) : laplacian (quartic n) = 12 * rSq n := by
  unfold laplacian quartic rSq
  rw [Finset.mul_sum]
  refine Finset.sum_congr rfl fun i _ => ?_
  rw [pderiv_sum_pow, map_nsmul, Derivation.leibniz_pow, pderiv_X_self]
  simp only [smul_eq_mul, nsmul_eq_mul, mul_one]
  push_cast
  ring
```

For the isotropic term, $\partial_i r^2=2x_i$, and the product rule gives
$$\partial_i r^4=4r^2x_i,\qquad \partial_i^2r^4=4r^2+8x_i^2.$$
In the sum over $i$ the first part contributes $4n\,r^2$ and the second $8r^2$, hence
$$\Delta r^4=4(n+2)\,r^2.$$
In the proof, `h1`, `h2` and `h` are the three derivatives in this order.

```lean
/-- In `n` dimensions the Laplacian of the fourth power of the radius is `4 (n + 2)` times
the squared radius. -/
theorem laplacian_rSq_sq (n : ℕ) :
    laplacian (rSq n ^ 2) = 4 * ((n : MvPolynomial (Fin n) ℝ) + 2) * rSq n := by
  have h : ∀ i : Fin n, pderiv i (pderiv i (rSq n ^ 2)) = 4 * rSq n + 8 * X i ^ 2 := by
    intro i
    have h1 : pderiv i (rSq n) = (2 : ℕ) • X i :=
      (pderiv_sum_pow i 2).trans (by simp)
    have h2 : pderiv i (rSq n ^ 2) = (4 : ℕ) • (rSq n * X i) := by
      rw [pow_two, Derivation.leibniz, h1]
      simp only [smul_eq_mul, nsmul_eq_mul]
      push_cast
      ring
    rw [h2, map_nsmul, Derivation.leibniz, h1, pderiv_X_self]
    simp only [smul_eq_mul, nsmul_eq_mul]
    push_cast
    ring
  -- summing over the coordinates turns the squares back into the squared radius
  unfold laplacian
  rw [Finset.sum_congr rfl fun i _ => h i, Finset.sum_add_distrib, Finset.sum_const,
    ← Finset.mul_sum, Finset.card_univ, Fintype.card_fin, nsmul_eq_mul]
  unfold rSq
  ring
```

By linearity of the Laplacian,
$$\Delta V_c=\bigl(12-4(n+2)c\bigr)\,r^2.$$
The step `hlin` is the linearity, and the two preceding results are then substituted.

```lean
/-- The Laplacian of the cubic-field polynomial is the squared radius times the number
`12 - 4 (n + 2) c`. -/
theorem laplacian_cubicField (n : ℕ) (c : ℝ) :
    laplacian (cubicField n c) = C (12 - 4 * ((n : ℝ) + 2) * c) * rSq n := by
  have hlin : laplacian (cubicField n c)
      = laplacian (quartic n) - C c * laplacian (rSq n ^ 2) := by
    simp only [laplacian, cubicField, map_sub, pderiv_C_mul, Finset.sum_sub_distrib,
      Finset.mul_sum]
  rw [hlin, laplacian_quartic, laplacian_rSq_sq]
  simp only [map_sub, map_mul, map_add, map_natCast, map_ofNat]
  ring
```

## The coefficient that satisfies the Laplace equation

If $\Delta V_c$ is the zero polynomial, its value at $(1,\dots,1)$ is zero. There $r^2=n$, so
$$\bigl(12-4(n+2)c\bigr)\,n=0.$$
For $n\ge1$ the factor $n$ can be divided out, leaving $c=3/(n+2)$. Conversely, this value of $c$ makes the prefactor vanish, and with it the whole Laplacian. For $n=1$ the condition reads $c=1$, and $V_1=x_0^4-x_0^4$ is itself zero.

```lean
/-- In `n ≥ 1` dimensions the cubic-field polynomial satisfies the Laplace equation exactly
when `c = 3 / (n + 2)`. -/
theorem laplacian_cubicField_eq_zero_iff {n : ℕ} (hn : 0 < n) (c : ℝ) :
    laplacian (cubicField n c) = 0 ↔ c = 3 / ((n : ℝ) + 2) := by
  have hn2 : (n : ℝ) + 2 ≠ 0 := by positivity
  rw [laplacian_cubicField, eq_div_iff hn2]
  constructor
  · intro h
    -- at the point (1, ..., 1) the squared radius equals n, which is not zero
    have h' := congrArg (eval (fun _ => (1 : ℝ))) h
    simp only [rSq, map_mul, eval_C, map_sum, map_pow, eval_X, one_pow, Finset.sum_const,
      Finset.card_univ, Fintype.card_fin, nsmul_eq_mul, mul_one, map_zero] at h'
    have hn' : (n : ℝ) ≠ 0 := Nat.cast_ne_zero.mpr hn.ne'
    have h0 := (mul_eq_zero.mp h').resolve_right hn'
    linear_combination (-1 / 4) * h0
  · intro hc
    have h0 : 12 - 4 * ((n : ℝ) + 2) * c = 0 := by linear_combination (-4) * hc
    rw [h0, C_0, zero_mul]
```

A numerical check in three dimensions uses the point $(1,2,2)$, where $r^2=9$. With $c=3/5$, the second derivatives $12x_i^2-c\,(4r^2+8x_i^2)$ are
$$12-\tfrac35\cdot44=-14.4,\qquad 48-\tfrac35\cdot68=7.2,\qquad 48-\tfrac35\cdot68=7.2,$$
and they add to zero. With $c=1$ they are $-32,-20,-20$, with sum $-72$, in agreement with $(12-20)\cdot9$.

## Invariance under signed permutations of the axes

Since $\varepsilon_i^2=1$, the substitution gives
$$(\varepsilon_i x_{\sigma(i)})^2=x_{\sigma(i)}^2,\qquad (\varepsilon_i x_{\sigma(i)})^4=x_{\sigma(i)}^4.$$
A permutation only reorders a sum over all axes, so $\sum_i x_{\sigma(i)}^2=r^2$ and $\sum_i x_{\sigma(i)}^4=Q$. Both terms of $V_c$ are therefore unchanged, whatever the value of $c$. In the proof, `h2` and `h4` remove the signs, and `s2` and `s4` undo the reordering.

```lean
/-- For every `c`, the cubic-field polynomial is unchanged by any permutation of the
coordinates combined with any choice of signs. -/
theorem signedPerm_cubicField {n : ℕ} (c : ℝ) (σ : Equiv.Perm (Fin n)) (ε : Fin n → ℝ)
    (hε : ∀ i, ε i = 1 ∨ ε i = -1) :
    signedPerm σ ε (cubicField n c) = cubicField n c := by
  -- even powers do not see the signs
  have h2 : ∀ i, (C (ε i) * X (σ i) : MvPolynomial (Fin n) ℝ) ^ 2 = X (σ i) ^ 2 := by
    intro i
    have hs : ε i ^ 2 = 1 := by
      rcases hε i with h | h <;> rw [h] <;> norm_num
    rw [mul_pow, ← C_pow, hs, C_1, one_mul]
  have h4 : ∀ i, (C (ε i) * X (σ i) : MvPolynomial (Fin n) ℝ) ^ 4 = X (σ i) ^ 4 := by
    intro i
    linear_combination ((C (ε i) * X (σ i)) ^ 2 + X (σ i) ^ 2) * h2 i
  -- a permutation only reorders the sums
  have s2 := Equiv.sum_comp σ (fun i => (X i : MvPolynomial (Fin n) ℝ) ^ 2)
  have s4 := Equiv.sum_comp σ (fun i => (X i : MvPolynomial (Fin n) ℝ) ^ 4)
  simp only [signedPerm, cubicField, quartic, rSq, map_sub, map_mul, map_pow, map_sum,
    aeval_X, aeval_C, algebraMap_eq, h2, h4]
  rw [s2, s4]
```

## The octahedral case in $x,y,z$

For $n=3$ the harmonic coefficient is $3/(3+2)=3/5$. The theorem names the explicit polynomial `p` through the hypothesis `hp` and makes two statements about it: `laplacian p = 0` holds exactly when $c=3/5$, and every signed permutation leaves `p` fixed. There are $3!\cdot2^3=48$ such operations, the order of the octahedral group with inversion. Symmetry thus leaves $c$ free in this one-parameter family, and the Laplace equation fixes it.

The proof identifies `p` with `cubicField 3 c` by writing out the sums over three coordinates, and then applies the two general results.

```lean
/-- The polynomial `x⁴ + y⁴ + z⁴ - c (x² + y² + z²)²` satisfies the Laplace equation exactly
when `c = 3/5`, and for every `c` it is invariant under all permutations and sign changes
of the three coordinates. -/
theorem octahedral_quartic (c : ℝ) (p : MvPolynomial (Fin 3) ℝ)
    (hp : p = X 0 ^ 4 + X 1 ^ 4 + X 2 ^ 4 - C c * (X 0 ^ 2 + X 1 ^ 2 + X 2 ^ 2) ^ 2) :
    (laplacian p = 0 ↔ c = 3 / 5) ∧
      ∀ (σ : Equiv.Perm (Fin 3)) (ε : Fin 3 → ℝ), (∀ i, ε i = 1 ∨ ε i = -1) →
        signedPerm σ ε p = p := by
  have h : p = cubicField 3 c := by
    rw [hp]
    simp only [cubicField, quartic, rSq, Fin.sum_univ_three]
  rw [h]
  refine ⟨?_, fun σ ε hε => signedPerm_cubicField c σ ε hε⟩
  rw [laplacian_cubicField_eq_zero_iff (by norm_num) c]
  norm_num
```

## Opposite signs along an axis and a body diagonal

With $c=3/5$, the values on a cubic axis and on a body diagonal are
$$V(t,0,0)=t^4-\tfrac35t^4=\tfrac25t^4,$$
$$V(t,t,t)=3t^4-\tfrac35\,(3t^2)^2=-\tfrac{12}{5}t^4.$$
These points lie at different distances from the origin, $|t|$ and $\sqrt3\,|t|$. At unit radius the values are $2/5$ on the axis and, with $t^4=1/9$, $-4/15$ on the diagonal. For an electron repelled by ligands on the axes, the quartic enters the energy with a positive coefficient, so this term raises the energy towards the ligands and lowers it along the diagonals between them.

```lean
/-- For `c = 3/5` in three dimensions, the polynomial takes the value `2 t⁴ / 5` at the point
`(t, 0, 0)` on a cubic axis and `-12 t⁴ / 5` at the point `(t, t, t)` on a body diagonal. -/
theorem axis_and_diagonal_values (t : ℝ) :
    eval ![t, 0, 0] (cubicField 3 (3 / 5)) = 2 / 5 * t ^ 4 ∧
      eval ![t, t, t] (cubicField 3 (3 / 5)) = -(12 / 5) * t ^ 4 := by
  simp only [cubicField, quartic, rSq, Fin.sum_univ_three, map_sub, map_mul, map_add,
    map_pow, eval_X, eval_C]
  constructor
  · change t ^ 4 + 0 ^ 4 + 0 ^ 4 - 3 / 5 * (t ^ 2 + 0 ^ 2 + 0 ^ 2) ^ 2 = 2 / 5 * t ^ 4
    ring
  · change t ^ 4 + t ^ 4 + t ^ 4 - 3 / 5 * (t ^ 2 + t ^ 2 + t ^ 2) ^ 2 = -(12 / 5) * t ^ 4
    ring

end

end OctahedralField
```

```lean
#print axioms OctahedralField.octahedral_quartic
#print axioms OctahedralField.axis_and_diagonal_values
```

```
'OctahedralField.octahedral_quartic' depends on axioms: [propext, Classical.choice, Quot.sound]
'OctahedralField.axis_and_diagonal_values' depends on axioms: [propext, Classical.choice, Quot.sound]
```
